# A dominant negative logarithm gives the exchange splitting the wrong sign at large separation

Let $a$ be real, let $b>0$, and let $f$ be a real function with $f(R)/R^3\to0$ as $R\to\infty$. Then the exchange splitting

$$F(R)=e^{-2R}\left(R^3(a-b\log R)+f(R)\right)$$

is negative at all sufficiently large $R$, so it cannot follow the law $R^{5/2}e^{-2R}$ with a positive constant in front.

Here $R$ is the distance between two hydrogen atoms in bohr, and $F$ is the triplet energy minus the singlet energy. The Heitler–London treatment, which builds the two-electron state from fixed atomic orbitals, gives a splitting of this form at large $R$. Two electrons in a spin-independent potential without a magnetic field have a singlet ground state, so the correct sign is positive. Within this asymptotic model, the Heitler–London energy expression therefore predicts the wrong magnetic coupling at large distance.

The constants $a$ and $b$ stand for the coefficients that the exchange integrals produce, and $f$ collects the terms that grow more slowly than $R^3$. Both the form of $F$ and the reference law $R^{5/2}e^{-2R}$ for the true splitting are taken as given, not derived from the Schrödinger equation.

## The splitting and the reference law in Lean

```lean
import Mathlib

open Filter Topology

namespace LogarithmicExchangeSign

noncomputable section
```

The function $F$ is `logExchange a b f`. The correction `f` is any function from reals to reals, with no continuity required.

```lean
/-- Exchange splitting at separation `R` with a logarithmic term of strength `b`
and a correction `f`: `exp(-2R) (R³ (a - b log R) + f(R))`. -/
def logExchange (a b : ℝ) (f : ℝ → ℝ) (R : ℝ) : ℝ :=
  Real.exp (-2 * R) * (R ^ 3 * (a - b * Real.log R) + f R)
```

The reference law, written $S(R)=R^{5/2}e^{-2R}$ below, is `surfaceScale`. Its exponent is a real number, whereas the exponent in $R^3$ is a natural number, and part (d) has to connect the two kinds of power.

```lean
/-- The reference decay law `R^(5/2) exp(-2R)`. -/
def surfaceScale (R : ℝ) : ℝ :=
  R ^ (5 / 2 : ℝ) * Real.exp (-2 * R)
```

In the statements that follow, `Tendsto … atTop (𝓝 c)` means convergence to $c$ as $R\to\infty$, and a target `atBot` means divergence to $-\infty$. The quantifier `∀ᶠ R in atTop` means "for all $R$ beyond some threshold"; it does not say where the threshold lies.

## (a) Sign of the reference law

Show that for every $R>0$

$$S(R)>0.$$

**Solution.** A real power of a positive number is positive, and so is an exponential. Their product is positive, which is the one step of the Lean proof.

```lean
/-- The reference decay law is positive at every positive separation. -/
theorem surfaceScale_pos {R : ℝ} (hR : 0 < R) : 0 < surfaceScale R :=
  mul_pos (Real.rpow_pos_of_pos hR _) (Real.exp_pos _)
```

## (b) Taking out the common factor

Show that for every $R>0$

$$F(R)=e^{-2R}R^3\,r(R),\qquad r(R)=a-b\log R+\frac{f(R)}{R^3}.$$

**Solution.** Since $R^3\neq0$, we may write $f(R)=R^3\cdot f(R)/R^3$. Then

$$R^3(a-b\log R)+f(R)=R^3\left(a-b\log R+\frac{f(R)}{R^3}\right),$$

and multiplying by $e^{-2R}$ gives the claim. In Lean, `h` is the rewriting of $f(R)$, and `linear_combination` multiplies it by the exponential and compares the two sides.

```lean
/-- At positive separation the splitting is `exp(-2R) R³` times a reduced splitting. -/
theorem logExchange_factor (a b : ℝ) (f : ℝ → ℝ) {R : ℝ} (hR : 0 < R) :
    logExchange a b f R =
      Real.exp (-2 * R) * R ^ 3 * (a - b * Real.log R + f R / R ^ 3) := by
  have h : R ^ 3 * (f R / R ^ 3) = f R := by field_simp
  unfold logExchange
  linear_combination (-(Real.exp (-2 * R))) * h
```

## (c) The reduced splitting at large separation

Show that for $b>0$ and $f(R)/R^3\to0$

$$r(R)\to-\infty.$$

**Solution.** Group the terms as

$$r(R)=\left(a+\frac{f(R)}{R^3}\right)+(-b\log R).$$

The first bracket tends to $a$. The second tends to $-\infty$, because $\log R\to\infty$ and $b>0$. A convergent function plus one that tends to $-\infty$ tends to $-\infty$. The Lean facts `h3` and `h2` are the two limits, and `add_atBot` adds them.

```lean
/-- If `b > 0` and `f(R)/R³ → 0`, the reduced splitting tends to minus infinity at large separation.
-/
theorem reduced_tendsto_atBot (a : ℝ) {b : ℝ} {f : ℝ → ℝ} (hb : 0 < b)
    (hf : Tendsto (fun R => f R / R ^ 3) atTop (𝓝 0)) :
    Tendsto (fun R => a - b * Real.log R + f R / R ^ 3) atTop atBot := by
  have h1 : Tendsto (fun R => b * Real.log R) atTop atTop :=
    Real.tendsto_log_atTop.const_mul_atTop hb
  have h2 : Tendsto (fun R => -(b * Real.log R)) atTop atBot :=
    tendsto_neg_atTop_atBot.comp h1
  have h3 : Tendsto (fun R => a + f R / R ^ 3) atTop (𝓝 (a + 0)) :=
    tendsto_const_nhds.add hf
  refine (h3.add_atBot h2).congr fun R => ?_
  ring
```

## (d) The wrong sign and the failed decay law

Under the same hypotheses, show that $F(R)<0$ for all sufficiently large $R$, that

$$\frac{F(R)}{S(R)}\to-\infty,$$

and that this ratio converges to no real number $c$.

**Solution.** By (c), $r(R)<0$ at large $R$. By (b), $F(R)$ is $r(R)$ times the positive number $e^{-2R}R^3$, so $F(R)<0$.

For the ratio, the exponentials cancel and $R^3=R^{5/2}R^{1/2}$, so

$$\frac{F(R)}{S(R)}=\sqrt R\,r(R).$$

Once $R\ge1$ and $r(R)<0$, we have $(\sqrt R-1)(-r(R))\ge0$, which rearranges to $\sqrt R\,r(R)\le r(R)$. The ratio thus lies below a function that tends to $-\infty$, and does so itself. If it converged to some $c$, it would stay above $c-1$ at large $R$, which is impossible.

In the Lean proof, `hp` is the identity between powers, `hq` the formula for the ratio and `hle` the comparison with $r$. The limit follows by `tendsto_atBot_mono'`. The last claim covers every real `c`, hence every positive one.

```lean
/-- If `b > 0` and `f(R)/R³ → 0`, the splitting is eventually negative, and its ratio to `R^(5/2)
exp(-2R)` tends to minus infinity and so to no real constant. -/
theorem logExchange_wrong_sign (a : ℝ) {b : ℝ} {f : ℝ → ℝ} (hb : 0 < b)
    (hf : Tendsto (fun R => f R / R ^ 3) atTop (𝓝 0)) :
    (∀ᶠ R in atTop, logExchange a b f R < 0) ∧
    Tendsto (fun R => logExchange a b f R / surfaceScale R) atTop atBot ∧
    ∀ c : ℝ, ¬ Tendsto (fun R => logExchange a b f R / surfaceScale R) atTop (𝓝 c) := by
  have hred := reduced_tendsto_atBot a hb hf
  have hratio : Tendsto (fun R => logExchange a b f R / surfaceScale R) atTop atBot := by
    -- the ratio is `√R` times the reduced splitting, hence at most equal to it
    -- once `R ≥ 1` and the reduced splitting is negative
    have hle : ∀ᶠ R in atTop, logExchange a b f R / surfaceScale R ≤
        a - b * Real.log R + f R / R ^ 3 := by
      filter_upwards [hred.eventually_lt_atBot 0, eventually_ge_atTop (1 : ℝ)] with R h h1
      have hR : 0 < R := by linarith
      have e : (5 / 2 : ℝ) + 1 / 2 = ((3 : ℕ) : ℝ) := by norm_num
      have hp : R ^ (5 / 2 : ℝ) * R ^ (1 / 2 : ℝ) = R ^ 3 := by
        rw [← Real.rpow_add hR, e, Real.rpow_natCast]
      have hq : logExchange a b f R / surfaceScale R =
          R ^ (1 / 2 : ℝ) * (a - b * Real.log R + f R / R ^ 3) := by
        rw [div_eq_iff (surfaceScale_pos hR).ne', logExchange_factor a b f hR]
        unfold surfaceScale
        linear_combination
          (-(Real.exp (-2 * R) * (a - b * Real.log R + f R / R ^ 3))) * hp
      have hs : 1 ≤ R ^ (1 / 2 : ℝ) := Real.one_le_rpow h1 (by norm_num)
      rw [hq]
      nlinarith [mul_nonneg (sub_nonneg.mpr hs) (neg_nonneg.mpr h.le)]
    exact tendsto_atBot_mono' atTop hle hred
  refine ⟨?_, hratio, fun c => not_tendsto_nhds_of_tendsto_atBot hratio c⟩
  filter_upwards [hred.eventually_lt_atBot 0, eventually_gt_atTop (0 : ℝ)] with R h hR
  rw [logExchange_factor a b f hR]
  exact mul_neg_of_pos_of_neg (by positivity) h
```

## (e) Comparison with a splitting that obeys the reference law

Let $G$ be a function with $G(R)/S(R)\to c$ for some $c>0$. Show that for all sufficiently large $R$

$$F(R)<0<G(R).$$

**Solution.** The ratio $G(R)/S(R)$ has a positive limit, so it is positive at large $R$. Multiplying by $S(R)>0$ from (a) gives $G(R)>0$. Part (d) gives $F(R)<0$ at large $R$, and beyond the larger of the two thresholds both hold. `filter_upwards` combines the thresholds in this way.

The function $G$ plays the role of the true splitting. That it obeys the reference law with a positive constant is the hypothesis `hG`.

```lean
/-- If `b > 0`, `f(R)/R³ → 0` and `G` follows `c R^(5/2) exp(-2R)` with `c > 0`, then at all
sufficiently large `R` the splitting with the logarithmic term is negative and `G` is positive. -/
theorem opposite_sign (a : ℝ) {b c : ℝ} {f G : ℝ → ℝ} (hb : 0 < b) (hc : 0 < c)
    (hf : Tendsto (fun R => f R / R ^ 3) atTop (𝓝 0))
    (hG : Tendsto (fun R => G R / surfaceScale R) atTop (𝓝 c)) :
    ∀ᶠ R in atTop, logExchange a b f R < 0 ∧ 0 < G R := by
  filter_upwards [(logExchange_wrong_sign a hb hf).1, hG.eventually_const_lt hc,
    eventually_gt_atTop (0 : ℝ)] with R h1 h2 hR
  have hs := surfaceScale_pos hR
  have h3 := mul_pos h2 hs
  rw [div_mul_cancel₀ _ hs.ne'] at h3
  exact ⟨h1, h3⟩
```

## (f) The leading term

For any real $a$ and $b$, and $f(R)/R^3\to0$, show that

$$\frac{F(R)}{e^{-2R}R^3\log R}\to-b.$$

**Solution.** For $R>1$ the logarithm is positive, and (b) gives

$$\frac{F(R)}{e^{-2R}R^3\log R}=\frac{a+f(R)/R^3}{\log R}-b.$$

The numerator tends to $a$ and the denominator to infinity, so the fraction vanishes and $-b$ remains. The Lean proof first finds the limit of the right-hand side, `h4`, and then shows that the two sides agree for $R>1$.

No sign of $b$ is assumed. For $b=0$ the limit is zero, which leaves the sign of $F$ open.

```lean
/-- If `f(R)/R³ → 0`, the splitting measured in units of `exp(-2R) R³ log R` tends to `-b`. -/
theorem logExchange_leading (a b : ℝ) {f : ℝ → ℝ}
    (hf : Tendsto (fun R => f R / R ^ 3) atTop (𝓝 0)) :
    Tendsto (fun R => logExchange a b f R / (Real.exp (-2 * R) * R ^ 3 * Real.log R))
      atTop (𝓝 (-b)) := by
  have h3 : Tendsto (fun R => a + f R / R ^ 3) atTop (𝓝 (a + 0)) :=
    tendsto_const_nhds.add hf
  have h4 : Tendsto (fun R => (a + f R / R ^ 3) / Real.log R - b) atTop (𝓝 (-b)) := by
    have h5 := (h3.div_atTop Real.tendsto_log_atTop).sub_const b
    rwa [zero_sub] at h5
  refine h4.congr' ?_
  filter_upwards [eventually_gt_atTop (1 : ℝ)] with R h1
  have hR : 0 < R := by linarith
  have hl : 0 < Real.log R := Real.log_pos h1
  have hne : Real.exp (-2 * R) * R ^ 3 * Real.log R ≠ 0 := by positivity
  have h : (a + f R / R ^ 3) / Real.log R * Real.log R = a + f R / R ^ 3 :=
    div_mul_cancel₀ _ hl.ne'
  symm
  rw [div_eq_iff hne, logExchange_factor a b f hR]
  linear_combination (-(Real.exp (-2 * R) * R ^ 3)) * h
```

## (g) Where the sign changes when there is no correction

Let $f=0$ and $b>0$. Show that for every $R>0$

$$F(R)<0\iff R>e^{a/b}.$$

**Solution.** Now $F(R)=e^{-2R}R^3(a-b\log R)$ with a positive prefactor, so

$$F(R)<0\iff a<b\log R\iff \frac ab<\log R\iff e^{a/b}<R.$$

The Lean proof rewrites the right-hand condition back to $a<b\log R$ and then proves the two directions separately.

As a numerical instance, take $a=2$ and $b=1$. These values are chosen for easy arithmetic and are not the coefficients for hydrogen. The sign changes at $R=e^2\approx7.39$.

- At $R=7$, $a-b\log R\approx2-1.946=0.054$, so the splitting is still positive.
- At $R=8$, $a-b\log R\approx2-2.079=-0.079$, so it is negative. The ratio to the reference law is $\sqrt8\times(-0.079)\approx-0.22$.

```lean
/-- For `b > 0` and no correction, the splitting is negative at a positive separation exactly when
that separation is beyond `exp(a/b)`. -/
theorem negative_iff_beyond_crossing (a : ℝ) {b R : ℝ} (hb : 0 < b) (hR : 0 < R) :
    logExchange a b (fun _ => 0) R < 0 ↔ Real.exp (a / b) < R := by
  have hF : logExchange a b (fun _ => 0) R =
      Real.exp (-2 * R) * R ^ 3 * (a - b * Real.log R) := by
    unfold logExchange
    ring
  have hp : 0 < Real.exp (-2 * R) * R ^ 3 := by positivity
  rw [hF, ← Real.lt_log_iff_exp_lt hR, div_lt_iff₀ hb]
  constructor
  · intro h
    by_contra hn
    have h0 : 0 ≤ a - b * Real.log R := by linarith [not_lt.mp hn]
    linarith [mul_nonneg hp.le h0]
  · intro h
    exact mul_neg_of_pos_of_neg hp (by linarith)
```

## (h) The splitting without the logarithm

Let $b=0$, $a>0$ and $f(R)/R^3\to0$. Show that for all sufficiently large $R$

$$F(R)>0.$$

**Solution.** With $b=0$ the reduced splitting is $r(R)=a+f(R)/R^3$. Since $f(R)/R^3\to0$ and $-a<0$, we have $f(R)/R^3>-a$ at large $R$, hence $r(R)>0$. By (b), $F(R)>0$. The Lean proof takes the same steps, with `hna` supplying $-a<0$.

For the same $a>0$ and the same $f$, the sign at large separation is therefore positive when $b=0$ and negative for every $b>0$, however small. Part (g) shows how the two cases meet when $f=0$: as $b\to0^+$ at fixed $a>0$, the crossing point $e^{a/b}$ moves off to infinity.

```lean
/-- If the logarithmic term is absent, `a > 0` and `f(R)/R³ → 0`, the splitting is eventually
positive. -/
theorem positive_without_log {a : ℝ} {f : ℝ → ℝ} (ha : 0 < a)
    (hf : Tendsto (fun R => f R / R ^ 3) atTop (𝓝 0)) :
    ∀ᶠ R in atTop, 0 < logExchange a 0 f R := by
  have hna : -a < 0 := by linarith
  filter_upwards [hf.eventually_const_lt hna, eventually_gt_atTop (0 : ℝ)] with R h hR
  rw [logExchange_factor a 0 f hR]
  exact mul_pos (by positivity) (by linarith)

end

end LogarithmicExchangeSign
```

```lean
#print axioms LogarithmicExchangeSign.logExchange_wrong_sign
#print axioms LogarithmicExchangeSign.opposite_sign
#print axioms LogarithmicExchangeSign.negative_iff_beyond_crossing
#print axioms LogarithmicExchangeSign.positive_without_log
```

```
'LogarithmicExchangeSign.logExchange_wrong_sign' depends on axioms: [propext, Classical.choice, Quot.sound]
'LogarithmicExchangeSign.opposite_sign' depends on axioms: [propext, Classical.choice, Quot.sound]
'LogarithmicExchangeSign.negative_iff_beyond_crossing' depends on axioms: [propext, Classical.choice, Quot.sound]
'LogarithmicExchangeSign.positive_without_log' depends on axioms: [propext, Classical.choice, Quot.sound]
```
